# Averaging positive definite hardness matrices never underestimates the mean global hardness

## Definitions and conventions

Consider a molecule whose energy is quadratic in the changes of the atomic electron populations. If x is the vector of these changes, the second-order energy is ½⟨x, Hx⟩, where H is the real symmetric hardness matrix and ⟨·,·⟩ is the ordinary dot product. The vector Hx then gives the shifts of the atomic chemical potentials. Write 1 for the vector with every component equal to one, and define

S(H) = ⟨1, H⁻¹1⟩ (global softness)

h(H) = 1/S(H) (global hardness)

f(H) = h(H) H⁻¹1 (Fukui vector).

When the populations relax to the lowest energy at each electron number, the global hardness is the second derivative of that energy with respect to the electron number, without a factor ½. Below, "quadratic energy" means ⟨x, Hx⟩, which is twice the second-order energy.

The matrices H_j belong to snapshots j of the same atoms in the same order. Each is assumed positive definite: any nonzero change of the populations, including one that alters the total charge, has positive second-order energy. The weights w_j are nonnegative and sum to one, and A = Σ w_j H_j is the averaged matrix. The claim is

h(A) ≥ Σ w_j h(H_j).

In a charge-equilibration model with such matrices, averaging the matrix over a finite set of simulation snapshots before inverting it therefore gives a global hardness at or above the snapshot mean.

## An exact formula for the gap

Let H be positive definite. Its inverse is positive definite too, and 1 is not the zero vector, so S(H) > 0. From the definitions,

H f(H) = h(H) 1 and ⟨1, f(H)⟩ = h(H) S(H) = 1.

One added electron, distributed according to f(H), raises every atomic chemical potential by h(H).

The averaged matrix is symmetric, and

⟨x, Ax⟩ = Σ w_j ⟨x, H_j x⟩.

For x ≠ 0 no term is negative, and at least one is positive because some weight is positive. Hence A is positive definite.

Now write h_j = h(H_j) and f_j = f(H_j), and let g be any vector whose components sum to one. Since H_j f_j = h_j 1,

⟨g, H_j f_j⟩ = h_j and ⟨f_j, H_j f_j⟩ = h_j.

Symmetry of H_j gives ⟨f_j, H_j g⟩ = h_j as well. Expanding the square,

⟨g − f_j, H_j(g − f_j)⟩ = ⟨g, H_j g⟩ − h_j − h_j + h_j = ⟨g, H_j g⟩ − h_j.

Choose g = f(A), abbreviated f. Then ⟨f, Af⟩ = h(A)⟨f, 1⟩ = h(A), and the weighted sum over snapshots is

h(A) = Σ w_j h_j + Σ w_j ⟨f − f_j, H_j(f − f_j)⟩.

The last sum is nonnegative, which proves the claim. It vanishes exactly when f_j = f for every snapshot with w_j > 0.

## The averaged softness

Put c = S(A) and s_j = S(H_j). From (c − s_j)² ≥ 0 and s_j > 0,

2c − s_j ≤ c²/s_j.

Averaging, and using Σ w_j/s_j ≤ 1/c from the hardness inequality, gives

2c − Σ w_j s_j ≤ c² Σ w_j/s_j ≤ c,

so S(A) ≤ Σ w_j S(H_j). The averaged matrix never overestimates the mean softness.

## Softness, hardness and Fukui vector in Lean

The type `n` labels atoms and `ι` labels snapshots; both are finite.

```lean
import Mathlib

open Matrix

namespace AveragedHardness

noncomputable section

variable {n ι : Type*} [Fintype n] [DecidableEq n] [Fintype ι]
```

A hardness matrix has type `Matrix n n ℝ`. The symbol `⬝ᵥ` is the dot product and `*ᵥ` is the action of a matrix on a vector.

```lean
/-- The global softness `⟨1, H⁻¹ 1⟩` of an invertible hardness matrix `H`. -/
def softness (H : Matrix n n ℝ) : ℝ := (1 : n → ℝ) ⬝ᵥ (H⁻¹ *ᵥ (1 : n → ℝ))

/-- The global hardness `1 / ⟨1, H⁻¹ 1⟩` of an invertible hardness matrix with nonzero
global softness. -/
def globalHardness (H : Matrix n n ℝ) : ℝ := 1 / softness H

/-- The Fukui vector `H⁻¹ 1 / ⟨1, H⁻¹ 1⟩` of an invertible hardness matrix with nonzero
global softness. -/
def fukui (H : Matrix n n ℝ) : n → ℝ := globalHardness H • (H⁻¹ *ᵥ (1 : n → ℝ))
```

These definitions accept any square matrix, but they carry their physical meaning only where the inverse and the reciprocal exist, which positive definiteness ensures whenever the molecule has at least one atom.

```lean
/-- The weighted sum `∑ j, w j • H j` of the snapshot hardness matrices. It is their average when
the weights are nonnegative and sum to one. -/
def averaged (w : ι → ℝ) (H : ι → Matrix n n ℝ) : Matrix n n ℝ := ∑ j, w j • H j
```

The conditions on the weights enter as hypotheses of the theorems that use them. The matrices are given as data, with no model of how they depend on the nuclear positions.

In Mathlib, `PosDef` includes symmetry for real matrices. The assumption `[Nonempty n]` provides at least one atom, so that the vector 1 is nonzero.

```lean
/-- A positive definite hardness matrix on at least one atom has positive global softness. -/
theorem softness_pos [Nonempty n] {H : Matrix n n ℝ} (hH : H.PosDef) : 0 < softness H := by
  have h := hH.inv.dotProduct_mulVec_pos (one_ne_zero : (1 : n → ℝ) ≠ 0)
  rwa [star_trivial] at h
```

The proof applies positivity of the quadratic form of `H⁻¹` to the vector 1.

```lean
/-- For a positive definite hardness matrix on at least one atom, the Fukui vector shifts the
chemical potential of every atom by the same amount, the global hardness, and its components sum to
one. -/
theorem fukui_equalizes [Nonempty n] {H : Matrix n n ℝ} (hH : H.PosDef) :
    H *ᵥ fukui H = globalHardness H • (1 : n → ℝ) ∧ (1 : n → ℝ) ⬝ᵥ fukui H = 1 := by
  have hdet : IsUnit H.det := isUnit_iff_ne_zero.mpr hH.det_pos.ne'
  constructor
  · rw [fukui, Matrix.mulVec_smul, Matrix.mulVec_mulVec, Matrix.mul_nonsing_inv _ hdet,
      Matrix.one_mulVec]
  · rw [fukui, dotProduct_smul, smul_eq_mul, globalHardness]
    exact one_div_mul_cancel (softness_pos hH).ne'
```

The two conjuncts are the equal shift of the chemical potentials and the normalisation of the Fukui vector. The first cancels `H` against its inverse, which is permitted because the determinant is positive; the second cancels the softness against its reciprocal.

## The averaged matrix and its gap formula

```lean
omit [DecidableEq n] in
/-- For any real weights, the quadratic energy of the weighted sum of the snapshot matrices is the
sum of the snapshot quadratic energies with the same weights. -/
theorem averaged_energy (w : ι → ℝ) (H : ι → Matrix n n ℝ) (x : n → ℝ) :
    x ⬝ᵥ (averaged w H *ᵥ x) = ∑ j, w j * (x ⬝ᵥ (H j *ᵥ x)) := by
  simp only [averaged, dotProduct, Matrix.mulVec, Matrix.sum_apply, Matrix.smul_apply,
    smul_eq_mul, Finset.sum_mul, Finset.mul_sum]
  symm
  refine Finset.sum_comm.trans (Finset.sum_congr rfl fun i _ => ?_)
  refine Finset.sum_comm.trans (Finset.sum_congr rfl fun k _ => ?_)
  exact Finset.sum_congr rfl fun j _ => by ring
```

This is the identity ⟨x, Ax⟩ = Σ w_j ⟨x, H_j x⟩. The proof writes out the components and exchanges the finite sums.

```lean
omit [DecidableEq n] in
/-- Averaging positive definite hardness matrices with nonnegative weights that sum to one
gives a positive definite hardness matrix. -/
theorem averaged_posDef {w : ι → ℝ} {H : ι → Matrix n n ℝ} (hH : ∀ j, (H j).PosDef)
    (hw : ∀ j, 0 ≤ w j) (hw1 : ∑ j, w j = 1) : (averaged w H).PosDef := by
  rw [Matrix.posDef_iff_dotProduct_mulVec]
  constructor
  · show (∑ j, w j • H j)ᴴ = ∑ j, w j • H j
    rw [Matrix.conjTranspose_sum]
    refine Finset.sum_congr rfl fun j _ => ?_
    rw [Matrix.conjTranspose_smul, star_trivial, (hH j).isHermitian.eq]
  · intro x hx
    have hpos : ∀ j, 0 < x ⬝ᵥ (H j *ᵥ x) := fun j => by
      have h := (hH j).dotProduct_mulVec_pos hx
      rwa [star_trivial] at h
    -- some snapshot carries positive weight
    obtain ⟨j, -, hj⟩ : ∃ j ∈ Finset.univ, w j ≠ 0 :=
      Finset.exists_ne_zero_of_sum_ne_zero (by rw [hw1]; exact one_ne_zero)
    rw [star_trivial, averaged_energy]
    exact Finset.sum_pos' (fun i _ => mul_nonneg (hw i) (hpos i).le)
      ⟨j, Finset.mem_univ j, mul_pos (lt_of_le_of_ne (hw j) (Ne.symm hj)) (hpos j)⟩
```

The first part of the proof checks symmetry. The second extracts a snapshot with nonzero weight from `hw1` and uses it to make the sum of nonnegative terms strictly positive.

```lean
/-- For positive definite snapshots and nonnegative weights summing to one, the hardness of the
averaged matrix equals the mean hardness plus the mean quadratic energy of the differences between
the Fukui vector of the averaged matrix and those of the snapshots, each energy being taken with the
matrix of its own snapshot. -/
theorem hardness_gap [Nonempty n] {w : ι → ℝ} {H : ι → Matrix n n ℝ}
    (hH : ∀ j, (H j).PosDef) (hw : ∀ j, 0 ≤ w j) (hw1 : ∑ j, w j = 1) :
    globalHardness (averaged w H) = ∑ j, w j * globalHardness (H j) +
      ∑ j, w j * ((fukui (averaged w H) - fukui (H j)) ⬝ᵥ
        (H j *ᵥ (fukui (averaged w H) - fukui (H j)))) := by
  obtain ⟨hA, hA1⟩ := fukui_equalizes (averaged_posDef hH hw hw1)
  have hE := averaged_energy w H (fukui (averaged w H))
  rw [hA, dotProduct_smul, dotProduct_comm, hA1, smul_eq_mul, mul_one] at hE
  rw [hE, ← Finset.sum_add_distrib]
  refine Finset.sum_congr rfl fun j _ => ?_
  generalize fukui (averaged w H) = g at hA1 ⊢
  obtain ⟨hF, hF1⟩ := fukui_equalizes (hH j)
  have hT : (H j)ᵀ = H j := by
    rw [← Matrix.conjTranspose_eq_transpose_of_trivial]
    exact (hH j).isHermitian
  -- complete the square about the Fukui vector of the snapshot
  have h1 : g ⬝ᵥ (H j *ᵥ fukui (H j)) = globalHardness (H j) := by
    rw [hF, dotProduct_smul, dotProduct_comm, hA1, smul_eq_mul, mul_one]
  have h2 : fukui (H j) ⬝ᵥ (H j *ᵥ fukui (H j)) = globalHardness (H j) := by
    rw [hF, dotProduct_smul, dotProduct_comm, hF1, smul_eq_mul, mul_one]
  have h3 : fukui (H j) ⬝ᵥ (H j *ᵥ g) = globalHardness (H j) := by
    rw [Matrix.dotProduct_mulVec, ← Matrix.mulVec_transpose, hT, dotProduct_comm, h1]
  rw [Matrix.mulVec_sub, sub_dotProduct, dotProduct_sub, dotProduct_sub, h1, h2, h3]
  ring
```

The statement is the gap formula derived above. Its proof starts from `averaged_energy` evaluated at the Fukui vector of the averaged matrix, which turns the left side into a sum over snapshots that can be compared term by term. The `generalize` step replaces that Fukui vector by a vector `g`, of which only the unit sum `hA1` is retained. The facts `h1`, `h2` and `h3` are the three products equal to h_j, with symmetry used in `h3`, and the closing lines expand the square.

## The inequality and its equality case

```lean
omit [DecidableEq n] in
/-- The quadratic energy of any charge displacement is nonnegative for a positive definite
hardness matrix, and it vanishes only for the zero displacement. -/
theorem energy_nonneg {H : Matrix n n ℝ} (hH : H.PosDef) (x : n → ℝ) :
    0 ≤ x ⬝ᵥ (H *ᵥ x) ∧ (x ⬝ᵥ (H *ᵥ x) = 0 → x = 0) := by
  by_cases hx : x = 0
  · simp [hx]
  · have h := hH.dotProduct_mulVec_pos hx
    rw [star_trivial] at h
    exact ⟨h.le, fun h0 => absurd h0 h.ne'⟩
```

This lemma supplies both the sign of each term in the gap and the conclusion to draw when a term is zero.

```lean
/-- Averaging positive definite hardness matrices over snapshots, with nonnegative weights
summing to one, never underestimates the mean global hardness. -/
theorem mean_hardness_le [Nonempty n] {w : ι → ℝ} {H : ι → Matrix n n ℝ}
    (hH : ∀ j, (H j).PosDef) (hw : ∀ j, 0 ≤ w j) (hw1 : ∑ j, w j = 1) :
    ∑ j, w j * globalHardness (H j) ≤ globalHardness (averaged w H) := by
  rw [hardness_gap hH hw hw1]
  exact le_add_of_nonneg_right
    (Finset.sum_nonneg fun j _ => mul_nonneg (hw j) (energy_nonneg (hH j) _).1)
```

After rewriting with the gap formula, only the nonnegativity of a weighted sum remains.

```lean
/-- For positive definite snapshots and nonnegative weights summing to one, the global hardness of
the averaged matrix equals the mean global hardness exactly when every snapshot of positive weight
has the Fukui vector of the averaged matrix. -/
theorem mean_hardness_eq_iff [Nonempty n] {w : ι → ℝ} {H : ι → Matrix n n ℝ}
    (hH : ∀ j, (H j).PosDef) (hw : ∀ j, 0 ≤ w j) (hw1 : ∑ j, w j = 1) :
    globalHardness (averaged w H) = ∑ j, w j * globalHardness (H j) ↔
      ∀ j, 0 < w j → fukui (H j) = fukui (averaged w H) := by
  rw [hardness_gap hH hw hw1, add_eq_left, Finset.sum_eq_zero_iff_of_nonneg
    (fun j _ => mul_nonneg (hw j) (energy_nonneg (hH j) _).1)]
  constructor
  · intro h j hj
    have h0 := (mul_eq_zero.mp (h j (Finset.mem_univ j))).resolve_left hj.ne'
    exact (sub_eq_zero.mp ((energy_nonneg (hH j) _).2 h0)).symm
  · intro h j _
    rcases (hw j).eq_or_lt with h0 | h0
    · rw [← h0, zero_mul]
    · rw [h j h0, sub_self, zero_dotProduct, mul_zero]
```

The two hardnesses agree exactly when the sum of nonnegative terms is zero, hence when each term is zero. For positive `w j`, the quadratic energy must then vanish, and `energy_nonneg` forces the two Fukui vectors to coincide. A snapshot of zero weight is unrestricted. The condition concerns Fukui vectors only, so the matrices themselves may differ; for a single atom it always holds, since the Fukui vector is then the number one.

```lean
/-- For positive definite snapshots and nonnegative weights summing to one, the global softness
of the averaged matrix is at most the mean global softness. -/
theorem softness_averaged_le [Nonempty n] {w : ι → ℝ} {H : ι → Matrix n n ℝ}
    (hH : ∀ j, (H j).PosDef) (hw : ∀ j, 0 ≤ w j) (hw1 : ∑ j, w j = 1) :
    softness (averaged w H) ≤ ∑ j, w j * softness (H j) := by
  have hc := softness_pos (averaged_posDef hH hw hw1)
  have hm := mean_hardness_le hH hw hw1
  unfold globalHardness at hm
  set c := softness (averaged w H)
  -- the reciprocal lies above its tangent at `c`
  have ht : ∀ j, 2 * c - softness (H j) ≤ c ^ 2 * (1 / softness (H j)) := fun j => by
    have hs := softness_pos (hH j)
    rw [mul_one_div, le_div_iff₀ hs]
    nlinarith [sq_nonneg (c - softness (H j))]
  have hsum : ∑ j, w j * (2 * c - softness (H j)) ≤
      ∑ j, w j * (c ^ 2 * (1 / softness (H j))) :=
    Finset.sum_le_sum fun j _ => mul_le_mul_of_nonneg_left (ht j) (hw j)
  have hl : ∑ j, w j * (2 * c - softness (H j)) = 2 * c - ∑ j, w j * softness (H j) := by
    simp only [mul_sub, Finset.sum_sub_distrib]
    rw [← Finset.sum_mul, hw1, one_mul]
  have hr : ∑ j, w j * (c ^ 2 * (1 / softness (H j))) =
      c ^ 2 * ∑ j, w j * (1 / softness (H j)) := by
    rw [Finset.mul_sum]
    exact Finset.sum_congr rfl fun j _ => by ring
  have hb := mul_le_mul_of_nonneg_left hm (sq_nonneg c)
  have hcc : c ^ 2 * (1 / c) = c := by
    field_simp
  linarith
```

Here `c` is the softness of the averaged matrix and `ht` is the tangent inequality 2c − s_j ≤ c²/s_j. The facts `hsum`, `hl` and `hr` average it, `hb` inserts the hardness inequality multiplied by c², and `linarith` combines them.

## Uncoupled atoms and a strict inequality

If H is diagonal with positive entries d_i, the atomic softnesses 1/d_i add:

h(H) = 1/Σ 1/d_i.

```lean
/-- For uncoupled atoms with positive hardnesses `d i`, the global hardness is the reciprocal
of the sum of the atomic softnesses `1 / d i`. -/
theorem globalHardness_diagonal {d : n → ℝ} (hd : ∀ i, 0 < d i) :
    globalHardness (diagonal d) = 1 / ∑ i, 1 / d i := by
  have h1 : (fun i => d i * (1 / d i)) = fun _ => (1 : ℝ) :=
    funext fun i => mul_one_div_cancel (hd i).ne'
  have hinv : (diagonal d)⁻¹ = diagonal fun i => 1 / d i :=
    Matrix.inv_eq_right_inv (by rw [Matrix.diagonal_mul_diagonal, h1, Matrix.diagonal_one])
  simp only [globalHardness, softness, hinv, dotProduct, Matrix.mulVec_diagonal,
    Pi.one_apply, one_mul, mul_one]
```

The proof identifies the inverse by multiplying the two diagonal matrices, then reads off the softness.

For two atoms with hardnesses (1, 2), the softness is 1 + 1/2 = 3/2 and the global hardness is 2/3. Exchanging the two atomic hardnesses, as in a second snapshot with hardnesses (2, 1), changes neither value. The equal-weight average has hardnesses (3/2, 3/2), softness 4/3 and global hardness 3/4, so the gap is 1/12.

The gap formula gives the same number. The snapshot Fukui vectors are (2/3, 1/3) and (1/3, 2/3), while the averaged matrix has (1/2, 1/2). Each difference has components of size 1/6, and its quadratic energy is (1 + 2)/36 = 1/12.

```lean
/-- Two diatomic snapshots with atomic hardnesses (1, 2) and (2, 1) and no coupling each have
global hardness 2/3, while their equal-weight averaged matrix has global hardness 3/4. -/
theorem averaging_strict_example :
    globalHardness (diagonal ![(1 : ℝ), 2]) = 2 / 3 ∧
    globalHardness (diagonal ![(2 : ℝ), 1]) = 2 / 3 ∧
    globalHardness (averaged ![(1 / 2 : ℝ), 1 / 2]
      ![diagonal ![(1 : ℝ), 2], diagonal ![(2 : ℝ), 1]]) = 3 / 4 := by
  have havg : averaged ![(1 / 2 : ℝ), 1 / 2]
      ![diagonal ![(1 : ℝ), 2], diagonal ![(2 : ℝ), 1]] = diagonal ![(3 / 2 : ℝ), 3 / 2] := by
    ext i k
    fin_cases i <;> fin_cases k <;> norm_num [averaged, Fin.sum_univ_two, Matrix.diagonal_apply]
  rw [havg]
  refine ⟨?_, ?_, ?_⟩
  all_goals
    rw [globalHardness_diagonal (by intro i; fin_cases i <;> norm_num)]
    norm_num [Fin.sum_univ_two]

end

end AveragedHardness
```

The proof first computes the averaged matrix entry by entry, then applies the diagonal formula to all three matrices. The values are in arbitrary hardness units and do not describe a particular molecule.

```lean
#print axioms AveragedHardness.mean_hardness_le
#print axioms AveragedHardness.mean_hardness_eq_iff
#print axioms AveragedHardness.softness_averaged_le
#print axioms AveragedHardness.averaging_strict_example
```

```
'AveragedHardness.mean_hardness_le' depends on axioms: [propext, Classical.choice, Quot.sound]
'AveragedHardness.mean_hardness_eq_iff' depends on axioms: [propext, Classical.choice, Quot.sound]
'AveragedHardness.softness_averaged_le' depends on axioms: [propext, Classical.choice, Quot.sound]
'AveragedHardness.averaging_strict_example' depends on axioms: [propext, Classical.choice, Quot.sound]
```
